# The long-time average of the flux-side correlation is zero for a finite-dimensional Hermitian Hamiltonian

Let H be a Hermitian matrix, h any matrix of the same finite size, b a real number and F = i[H,h]. The flux-side correlation function

C(t) = Tr(exp(-bH/2) F exp(-bH/2) exp(iHt) h exp(-iHt))

has a time average over [0,T] that tends to zero as T → ∞. If C(t) has a long-time limit, that limit is zero. For the two-site Hamiltonian H = -(D/2)σₓ, with D real and h the projector onto one site, C(t) = (D/2) sin(Dt), which has no limit when D ≠ 0.

In quantum rate theory, a rate constant can be read from a plateau of C(t), divided by the reactant partition function. In a finite basis with a Hermitian H, a nonzero plateau can only be transient.

## Operators and correlation functions

Operators are complex matrices indexed by a finite type `n`, and ħ = 1.

```lean
import Mathlib

open Matrix Filter Topology NormedSpace
open scoped Matrix.Norms.Operator

noncomputable section

namespace FluxSideCorrelation

variable {n : Type*} [Fintype n] [DecidableEq n]
```

The Heisenberg operator is A(t) = exp(iHt) A exp(-iHt).

```lean
/-- The Heisenberg operator `A(t) = exp(iHt) A exp(-iHt)`. -/
def heisenberg (H A : Matrix n n ℂ) (t : ℝ) : Matrix n n ℂ :=
  NormedSpace.exp ((Complex.I * t) • H) * A * NormedSpace.exp ((-Complex.I * t) • H)
```

Write W = exp(-bH/2), with b the inverse temperature. The theorems allow any real b.

```lean
/-- The half Boltzmann factor `exp(-bH/2)`. -/
def halfBoltzmann (H : Matrix n n ℂ) (b : ℝ) : Matrix n n ℂ :=
  NormedSpace.exp ((-(b / 2) : ℂ) • H)
```

When h projects onto the product side, F is the flux into that side.

```lean
/-- The flux operator `F = i[H,h]`. -/
def flux (H h : Matrix n n ℂ) : Matrix n n ℂ := Complex.I • (H * h - h * H)
```

C(t) is `fluxSide`, without division by a partition function.

```lean
/-- The flux-side correlation `C(t) = Tr(exp(-bH/2) F exp(-bH/2) h(t))`. -/
def fluxSide (H h : Matrix n n ℂ) (b t : ℝ) : ℂ :=
  trace (halfBoltzmann H b * flux H h * halfBoltzmann H b * heisenberg H h t)
```

Its companion is the side-side function G(t) = Tr(W h W h(t)).

```lean
/-- The side-side correlation `G(t) = Tr(exp(-bH/2) h exp(-bH/2) h(t))`. -/
def sideSide (H h : Matrix n n ℂ) (b t : ℝ) : ℂ :=
  trace (halfBoltzmann H b * h * halfBoltzmann H b * heisenberg H h t)
```

## (a) H commutes with its exponentials

Show that exp(cH) H = H exp(cH) for complex c.

Every term of the exponential series is a scalar multiple of a power of H, and so commutes with H.

```lean
lemma exp_comm (H : Matrix n n ℂ) (c : ℂ) :
    NormedSpace.exp (c • H) * H = H * NormedSpace.exp (c • H) :=
  (((Commute.refl H).smul_left c).exp_left).eq
```

## (b) Derivative of the propagator

Differentiate exp(ctH) with respect to real t.

Term by term, the series gives exp(ctH) cH. Lean takes this from Mathlib after regrouping the scalars.

```lean
lemma hasDerivAt_propagator (H : Matrix n n ℂ) (c : ℂ) (t : ℝ) :
    HasDerivAt (fun s : ℝ => NormedSpace.exp ((c * s) • H))
      (NormedSpace.exp ((c * t) • H) * (c • H)) t := by
  have e : ∀ s : ℝ, s • (c • H) = (c * s) • H := fun s => by
    ext i j
    simp only [Matrix.smul_apply, Complex.real_smul, smul_eq_mul]
    ring
  have h := hasDerivAt_exp_smul_const (c • H) t
  simp only [e] at h
  exact h
```

## (c) Heisenberg's equation

Show that dA(t)/dt = i[H, A(t)].

With U = exp(iHt) and V = exp(-iHt), the product rule and (b) give

dA(t)/dt = U(iH)AV + UAV(-iH).

By (a), U(iH) = iHU, so the right side is iHA(t) - iA(t)H.

```lean
/-- Heisenberg's equation of motion: `dA(t)/dt = i[H, A(t)]`. -/
theorem heisenberg_equation (H A : Matrix n n ℂ) (t : ℝ) :
    HasDerivAt (heisenberg H A) (flux H (heisenberg H A t)) t := by
  have h := ((hasDerivAt_propagator H Complex.I t).mul_const A).fun_mul
    (hasDerivAt_propagator H (-Complex.I) t)
  refine h.congr_deriv ?_
  have c : NormedSpace.exp ((Complex.I * t) • H) * (Complex.I • H)
      = Complex.I • (H * NormedSpace.exp ((Complex.I * t) • H)) := by
    rw [mul_smul_comm, exp_comm]
  rw [c]
  unfold flux heisenberg
  simp only [smul_mul_assoc, mul_smul_comm, neg_smul, mul_neg, smul_add, smul_neg,
    sub_eq_add_neg, mul_assoc]
```

## (d) Moving the commutator under the trace

Let W commute with H. Show that Tr(W h W i[H,X]) = -Tr(W F W X).

Commuting H through W, and using cyclicity in the second line,

Tr(WhWHX) = Tr(W hH W X)
Tr(WhWXH) = Tr(HWhWX) = Tr(W Hh W X).

Subtracting and multiplying by i gives i Tr(W(hH - Hh)WX) = -Tr(WFWX). These two lines are `a` and `d` in the code.

```lean
lemma trace_transfer (W H h X : Matrix n n ℂ) (c : W * H = H * W) :
    trace (W * h * W * flux H X) = -trace (W * flux H h * W * X) := by
  have a : W * h * W * (H * X) = W * (h * H) * W * X := by
    calc W * h * W * (H * X) = W * h * (W * H) * X := by simp only [mul_assoc]
      _ = W * (h * H) * W * X := by rw [c]; simp only [mul_assoc]
  have d : trace (W * h * W * (X * H)) = trace (W * (H * h) * W * X) := by
    calc trace (W * h * W * (X * H)) = trace ((W * h * W * X) * H) := by
          simp only [mul_assoc]
      _ = trace (H * (W * h * W * X)) := trace_mul_comm _ _
      _ = trace ((H * W) * h * W * X) := by simp only [mul_assoc]
      _ = trace (W * (H * h) * W * X) := by rw [← c]; simp only [mul_assoc]
  simp only [flux, mul_smul_comm, smul_mul_assoc, mul_sub, sub_mul, trace_smul, trace_sub,
    smul_eq_mul]
  rw [a, d]
  ring
```

## (e) C is minus the derivative of G

Show that G'(t) = -C(t).

The trace is linear, so by (c) G'(t) = Tr(W h W i[H,h(t)]). Apply (d) with X = h(t).

```lean
/-- The flux-side correlation is minus the time derivative of the side-side correlation. -/
theorem sideSide_hasDerivAt (H h : Matrix n n ℂ) (b t : ℝ) :
    HasDerivAt (sideSide H h b) (-fluxSide H h b t) t := by
  let L : Matrix n n ℂ →L[ℝ] ℂ := LinearMap.toContinuousLinearMap (traceLinearMap n ℝ ℂ)
  have hd := L.hasFDerivAt.comp_hasDerivAt t
    ((heisenberg_equation H h t).const_mul (halfBoltzmann H b * h * halfBoltzmann H b))
  exact hd.congr_deriv (trace_transfer _ H h _ (exp_comm H _))
```

## (f) Continuity of C

Show that C is continuous.

By (c), h(t) is differentiable and hence continuous. Multiplication by fixed matrices and the trace preserve this.

```lean
lemma continuous_fluxSide (H h : Matrix n n ℂ) (b : ℝ) : Continuous (fluxSide H h b) := by
  have hc : Continuous (heisenberg H h) :=
    continuous_iff_continuousAt.2 fun t => (heisenberg_equation H h t).continuousAt
  exact (continuous_const.matrix_mul hc).matrix_trace
```

## (g) The integrated flux

Integrate C from a to c.

By (e), -G is an antiderivative of C, and (f) makes C integrable:

∫ₐᶜ C(t) dt = G(a) - G(c).

```lean
/-- The flux-side correlation integrated from `a` to `c` equals `G(a) - G(c)`. -/
theorem integral_fluxSide (H h : Matrix n n ℂ) (b a c : ℝ) :
    ∫ t in a..c, fluxSide H h b t = sideSide H h b a - sideSide H h b c := by
  rw [intervalIntegral.integral_eq_sub_of_hasDerivAt (f := fun s => -sideSide H h b s)
    (fun t _ => (sideSide_hasDerivAt H h b t).fun_neg.congr_deriv (neg_neg _))
    ((continuous_fluxSide H h b).intervalIntegrable _ _)]
  ring
```

## (h) Propagator entries are at most one in modulus

Let H be Hermitian and c purely imaginary, written `star c = -c`. Bound the entries of U = exp(cH).

Since U† = exp(-cH), we have UU† = 1. Each row of U has unit norm, so |Uᵢⱼ| ≤ 1.

```lean
lemma propagator_entry_le {H : Matrix n n ℂ} (hH : H.IsHermitian) (c : ℂ)
    (hc : star c = -c) (i j : n) : ‖NormedSpace.exp (c • H) i j‖ ≤ 1 := by
  apply entry_norm_bound_of_unitary
  rw [mem_unitaryGroup_iff, star_eq_conjTranspose, ← Matrix.exp_conjTranspose,
    conjTranspose_smul, hH.eq, hc, neg_smul,
    ← Matrix.exp_add_of_commute (c • H) (-(c • H)) (Commute.refl (c • H)).neg_right,
    add_neg_cancel,
    NormedSpace.exp_zero]
```

## (i) G is bounded for all times

Find a bound K on |G(t)| that does not depend on t.

Put M = WhW. Then G(t) = Σᵢⱼ Mᵢⱼ h(t)ⱼᵢ, and (h) gives

|h(t)ⱼᵢ| ≤ Σₖₗ |Uⱼₗ| |hₗₖ| |Vₖᵢ| ≤ Σₖₗ |hₗₖ|.

Hence K = Σᵢⱼ |Mᵢⱼ| Σₖₗ |hₗₖ| suffices. The proof applies the triangle inequality once for each sum.

```lean
/-- For a Hermitian Hamiltonian the side-side correlation is bounded uniformly in time. -/
theorem sideSide_bounded {H : Matrix n n ℂ} (hH : H.IsHermitian) (h : Matrix n n ℂ) (b : ℝ) :
    ∃ K : ℝ, ∀ t, ‖sideSide H h b t‖ ≤ K := by
  refine ⟨∑ i, ∑ j, ‖(halfBoltzmann H b * h * halfBoltzmann H b) i j‖ *
    ∑ k, ∑ l, ‖h l k‖, fun t => ?_⟩
  have hU := propagator_entry_le hH (Complex.I * t) (by apply Complex.ext <;> simp)
  have hV := propagator_entry_le hH (-Complex.I * t) (by apply Complex.ext <;> simp)
  unfold sideSide
  generalize halfBoltzmann H b * h * halfBoltzmann H b = M
  refine norm_sum_le_of_le _ fun i _ => ?_
  rw [diag_apply, Matrix.mul_apply]
  refine norm_sum_le_of_le _ fun j _ => ?_
  rw [norm_mul]
  refine mul_le_mul_of_nonneg_left ?_ (norm_nonneg _)
  rw [heisenberg, Matrix.mul_apply]
  refine norm_sum_le_of_le _ fun k _ => ?_
  rw [norm_mul]
  refine (mul_le_of_le_one_right (norm_nonneg _) (hV k i)).trans ?_
  rw [Matrix.mul_apply]
  refine norm_sum_le_of_le _ fun l _ => ?_
  rw [norm_mul]
  exact mul_le_of_le_one_left (norm_nonneg _) (hU j l)
```

## (j) The time average tends to zero

Show that (1/T) ∫₀ᵀ C(t) dt → 0.

By (g) and (i), for T > 0,

|(1/T) ∫₀ᵀ C(t) dt| = |G(0) - G(T)|/T ≤ 2K/T → 0.

In Lean, `Tendsto … atTop (𝓝 0)` expresses this limit, and `squeeze_zero_norm'` supplies the comparison. The only hypothesis is that H is Hermitian.

```lean
/-- For a finite Hermitian Hamiltonian the time average of the flux-side correlation over
`[0,T]` tends to zero as `T` grows. -/
theorem timeAverage_fluxSide_tendsto_zero {H : Matrix n n ℂ} (hH : H.IsHermitian)
    (h : Matrix n n ℂ) (b : ℝ) :
    Tendsto (fun T : ℝ => (T : ℂ)⁻¹ * ∫ t in (0 : ℝ)..T, fluxSide H h b t) atTop (𝓝 0) := by
  obtain ⟨K, hK⟩ := sideSide_bounded hH h b
  have hlim : Tendsto (fun T : ℝ => 2 * K * T⁻¹) atTop (𝓝 0) := by
    simpa using tendsto_inv_atTop_zero.const_mul (2 * K)
  refine squeeze_zero_norm' ?_ hlim
  filter_upwards [eventually_gt_atTop (0 : ℝ)] with T hT
  rw [integral_fluxSide, norm_mul, norm_inv, Complex.norm_real, Real.norm_of_nonneg hT.le,
    mul_comm]
  refine mul_le_mul_of_nonneg_right ?_ (inv_nonneg.2 hT.le)
  linarith [norm_sub_le (sideSide H h b 0) (sideSide H h b T), hK 0, hK T]
```

## (k) Any long-time limit is zero

Suppose C(t) → k. Show that k = 0.

If k ≠ 0, then |C(t) - k| ≤ |k|/2 from some time A on. Choose L with L|k| = 4K + 1 and integrate over [A, A+L]:

|G(A) - G(A+L) - Lk| ≤ L|k|/2.

Since |G(A) - G(A+L)| ≤ 2K, this gives L|k| ≤ 4K, a contradiction.

```lean
/-- If the flux-side correlation of a finite Hermitian system has a long-time limit, that
limit is zero. -/
theorem fluxSide_limit_eq_zero {H : Matrix n n ℂ} (hH : H.IsHermitian) (h : Matrix n n ℂ)
    (b : ℝ) {k : ℂ} (hk : Tendsto (fluxSide H h b) atTop (𝓝 k)) : k = 0 := by
  obtain ⟨K, hK⟩ := sideSide_bounded hH h b
  by_contra hne
  have hp : 0 < ‖k‖ := norm_pos_iff.2 hne
  have hK0 : 0 ≤ K := (norm_nonneg _).trans (hK 0)
  obtain ⟨A, hA⟩ := Metric.tendsto_atTop.1 hk (‖k‖ / 2) (by positivity)
  -- a window so long that the integral of `C` over it would exceed `2K`, the bound on the change in `G`
  obtain ⟨L, hL, hLk⟩ : ∃ L : ℝ, 0 < L ∧ L * ‖k‖ = 4 * K + 1 :=
    ⟨(4 * K + 1) / ‖k‖, by positivity, div_mul_cancel₀ _ hp.ne'⟩
  have h1 : ‖∫ t in A..(A + L), (fluxSide H h b t - k)‖ ≤ ‖k‖ / 2 * |A + L - A| := by
    refine intervalIntegral.norm_integral_le_of_norm_le_const fun t ht => ?_
    rw [Set.uIoc_of_le (by linarith)] at ht
    rw [← dist_eq_norm]
    exact (hA t ht.1.le).le
  rw [intervalIntegral.integral_sub ((continuous_fluxSide H h b).intervalIntegrable _ _)
    (continuous_const.intervalIntegrable _ _), intervalIntegral.integral_const,
    integral_fluxSide, add_sub_cancel_left, abs_of_pos hL] at h1
  have h2 : ‖L • k‖ = L * ‖k‖ := by rw [norm_smul, Real.norm_of_nonneg hL.le]
  have h3 := norm_sub_norm_le (L • k) (sideSide H h b A - sideSide H h b (A + L))
  rw [norm_sub_rev (L • k)] at h3
  have h4 := norm_sub_le (sideSide H h b A) (sideSide H h b (A + L))
  nlinarith [hK A, hK (A + L)]
```

## Two sites coupled by tunnelling

Take H = -(D/2)σₓ, where |D| is the tunnelling splitting.

```lean
/-- The two-level Hamiltonian `-(D/2) σₓ`. -/
def twoLevel (D : ℝ) : Matrix (Fin 2) (Fin 2) ℂ := !![0, -((D : ℂ) / 2); -((D : ℂ) / 2), 0]
```

Let h project onto the first site.

```lean
/-- The projector `diag(1,0)` on the first site. -/
def site : Matrix (Fin 2) (Fin 2) ℂ := !![1, 0; 0, 0]
```

## (l) Exponential of an off-diagonal matrix

Compute exp(zσₓ) for complex z.

The normalised eigenvectors (1,±1)/√2 have eigenvalues ±z, so

exp(zσₓ) = cosh(z) 1 + sinh(z) σₓ.

Lean diagonalises with the unnormalised columns (1,±1) and their explicit inverse.

```lean
lemma exp_offDiag (z : ℂ) : NormedSpace.exp !![0, z; z, 0] =
    !![Complex.cosh z, Complex.sinh z; Complex.sinh z, Complex.cosh z] := by
  have hUV : (!![1, 1; 1, -1] : Matrix (Fin 2) (Fin 2) ℂ) * !![1/2, 1/2; 1/2, -1/2] = 1 := by
    ext i j
    fin_cases i <;> fin_cases j <;> simp [Matrix.mul_apply, Fin.sum_univ_two] <;> norm_num
  have hu : IsUnit (!![1, 1; 1, -1] : Matrix (Fin 2) (Fin 2) ℂ) :=
    ⟨⟨_, _, hUV, mul_eq_one_comm.1 hUV⟩, rfl⟩
  have hd : ∀ a b : ℂ, diagonal ![a, b] = !![a, 0; 0, b] := fun a b => by
    ext i j
    fin_cases i <;> fin_cases j <;> simp
  have he : NormedSpace.exp ![z, -z] = ![Complex.exp z, Complex.exp (-z)] := by
    ext i
    have hp : NormedSpace.exp ![z, -z] i = NormedSpace.exp (![z, -z] i) :=
      NormedSpace.map_exp (Pi.evalRingHom (fun _ : Fin 2 => ℂ) i) (continuous_apply i) ![z, -z]
    rw [hp]
    fin_cases i <;> simp [Complex.exp_eq_exp_ℂ]
  -- diagonalise in the symmetric and antisymmetric states
  have hz : !![0, z; z, 0] = !![1, 1; 1, -1] * diagonal ![z, -z] * (!![1, 1; 1, -1])⁻¹ := by
    rw [inv_eq_right_inv hUV, hd]
    ext i j
    fin_cases i <;> fin_cases j <;> simp [Matrix.mul_apply, Fin.sum_univ_two] <;> ring
  rw [hz, Matrix.exp_conj _ _ hu, Matrix.exp_diagonal, he, hd, inv_eq_right_inv hUV]
  ext i j
  fin_cases i <;> fin_cases j <;>
    simp [Matrix.mul_apply, Fin.sum_univ_two, Complex.cosh, Complex.sinh] <;> ring
```

## (m) Exponential of the two-level Hamiltonian

Compute exp(cH).

Set z = -cD/2 in (l).

```lean
lemma exp_twoLevel (c : ℂ) (D : ℝ) : NormedSpace.exp (c • twoLevel D) =
    !![Complex.cosh (c * -(D / 2)), Complex.sinh (c * -(D / 2));
      Complex.sinh (c * -(D / 2)), Complex.cosh (c * -(D / 2))] := by
  rw [← exp_offDiag]
  congr 1
  ext i j
  fin_cases i <;> fin_cases j <;> simp [twoLevel]
```

## (n) The two-level trace

Let H = gσₓ, let W have diagonal entries w and off-diagonal entries v with w² - v² = 1, and let U and V have diagonal entries x and off-diagonal entries -iy and iy. Evaluate Tr(W F W U h V).

The entries of F are F₁₂ = -ig and F₂₁ = ig, with zeros on the diagonal. Multiplying out, WFW = (w² - v²)F = F. The off-diagonal entries of UhV are ixy (upper) and -ixy (lower), so

Tr(F UhV) = (-ig)(-ixy) + (ig)(ixy) = -2gxy.

Lean writes J for i and uses only J² = -1.

```lean
lemma trace_two (J g w v x y : ℂ) (hJ : J ^ 2 = -1) (hw : w ^ 2 - v ^ 2 = 1) :
    trace (!![w, v; v, w] * (J • (!![0, g; g, 0] * !![1, 0; 0, 0]
      - !![1, 0; 0, 0] * !![0, g; g, 0])) * !![w, v; v, w] *
      (!![x, -y * J; -y * J, x] * !![1, 0; 0, 0] * !![x, y * J; y * J, x]))
      = -2 * g * x * y := by
  simp [Matrix.trace_fin_two]
  linear_combination (2 * g * x * y * (w ^ 2 - v ^ 2)) * hJ - 2 * g * x * y * hw
```

## (o) The two-level correlation function

Find C(t).

By (m), x = cos(Dt/2) and y = sin(Dt/2), while w = cosh(bD/4) and v = sinh(bD/4) satisfy w² - v² = 1. With g = -D/2,

C(t) = D sin(Dt/2) cos(Dt/2) = (D/2) sin(Dt)

for every b.

For D = 2, C(t) = sin(2t). Its integral from 0 to π/2 is 1, so the average is 2/π ≈ 0.637. Ten periods later, at T = 21π/2, the integral is again 1 and the average has fallen to 2/(21π) ≈ 0.030.

```lean
/-- For `H = -(D/2) σₓ` and `h = diag(1,0)` the flux-side correlation is `(D/2) sin(Dt)`. -/
theorem fluxSide_twoLevel (D b t : ℝ) :
    fluxSide (twoLevel D) site b t = ((D / 2 * Real.sin (D * t) : ℝ) : ℂ) := by
  have hU : NormedSpace.exp ((Complex.I * t) • twoLevel D) =
      !![Complex.cos (D * t / 2), -Complex.sin (D * t / 2) * Complex.I;
        -Complex.sin (D * t / 2) * Complex.I, Complex.cos (D * t / 2)] := by
    rw [exp_twoLevel, show Complex.I * t * -((D : ℂ) / 2) = -(D * t / 2) * Complex.I by ring,
      Complex.cosh_mul_I, Complex.sinh_mul_I, Complex.cos_neg, Complex.sin_neg]
  have hV : NormedSpace.exp ((-Complex.I * t) • twoLevel D) =
      !![Complex.cos (D * t / 2), Complex.sin (D * t / 2) * Complex.I;
        Complex.sin (D * t / 2) * Complex.I, Complex.cos (D * t / 2)] := by
    rw [exp_twoLevel, show -Complex.I * t * -((D : ℂ) / 2) = (D * t / 2) * Complex.I by ring,
      Complex.cosh_mul_I, Complex.sinh_mul_I]
  have hs : Complex.sin (D * t) =
      2 * Complex.sin (D * t / 2) * Complex.cos (D * t / 2) := by
    rw [← Complex.sin_two_mul]
    congr 1
    ring
  rw [fluxSide, heisenberg, hU, hV, halfBoltzmann, exp_twoLevel, flux, twoLevel, site,
    trace_two _ _ _ _ _ _ Complex.I_sq (Complex.cosh_sq_sub_sinh_sq _)]
  push_cast
  rw [hs]
  ring
```

## (p) No long-time limit when D ≠ 0

Show that C(t) does not converge.

By (k), a limit would be zero, so (D/2) sin(Dt) → 0. Replacing t by t + π/(2D) gives (D/2) cos(Dt) → 0. The squares of the two functions sum to D²/4, which would then have to be zero.

```lean
/-- For `D ≠ 0` the two-level flux-side correlation has no long-time limit. -/
theorem fluxSide_twoLevel_no_limit {D : ℝ} (hD : D ≠ 0) (b : ℝ) :
    ¬ ∃ k : ℂ, Tendsto (fluxSide (twoLevel D) site b) atTop (𝓝 k) := by
  rintro ⟨k, hk⟩
  have hH : (twoLevel D).IsHermitian := by
    ext i j
    fin_cases i <;> fin_cases j <;> simp [twoLevel, conjTranspose_apply]
  rw [fluxSide_limit_eq_zero hH site b hk] at hk
  have h1 : Tendsto (fun t : ℝ => D / 2 * Real.sin (D * t)) atTop (𝓝 0) :=
    ((Complex.continuous_re.tendsto 0).comp hk).congr fun t => by
      rw [Function.comp_apply, fluxSide_twoLevel, Complex.ofReal_re]
  -- a quarter-period shift turns the sine into a cosine
  have h2 : Tendsto (fun t : ℝ => D / 2 * Real.cos (D * t)) atTop (𝓝 0) :=
    (h1.comp (tendsto_atTop_add_const_right atTop (Real.pi / (2 * D)) tendsto_id)).congr
      fun t => by
        have e : D * (t + Real.pi / (2 * D)) = D * t + Real.pi / 2 := by field_simp
        simp only [Function.comp_apply, id_eq]
        rw [e, Real.sin_add_pi_div_two]
  have h3 : Tendsto (fun _ : ℝ => (D / 2) ^ 2) atTop (𝓝 (0 ^ 2 + 0 ^ 2)) :=
    ((h1.pow 2).add (h2.pow 2)).congr fun t => by
      linear_combination (D / 2) ^ 2 * Real.sin_sq_add_cos_sq (D * t)
  have h4 := tendsto_nhds_unique h3 tendsto_const_nhds
  have h5 : 0 < (D / 2) ^ 2 := by positivity
  linarith

end FluxSideCorrelation
```

```lean
#print axioms FluxSideCorrelation.timeAverage_fluxSide_tendsto_zero
#print axioms FluxSideCorrelation.fluxSide_twoLevel_no_limit
```

```
'FluxSideCorrelation.timeAverage_fluxSide_tendsto_zero' depends on axioms: [propext, Classical.choice, Quot.sound]
'FluxSideCorrelation.fluxSide_twoLevel_no_limit' depends on axioms: [propext, Classical.choice, Quot.sound]
```
